# Three-Body Dispersion Enters at Third Order for Three Coupled Two-Level Molecules

Dispersion contributes an attraction between two neutral molecules even when neither has a permanent dipole moment: the interaction mixes into the ground state a little of the configuration in which both are excited, and this lowers the energy. When a third molecule is brought up, is the energy of the trimer the sum of its three pair energies? In a model where each molecule has a single excited level and the interaction only flips pairs of molecules between their levels, the second-order energy is such a sum, and the third-order energy is a term that needs all three molecules.

## The energies through third order

Molecule $i$ has a lower level, an upper level and a gap $D_i>0$ between them. A pattern such as $110$ says that molecules 1 and 2 are excited and molecule 3 is not. The unperturbed Hamiltonian $H_0$ multiplies each pattern by the sum of the gaps of its excited molecules, so the ground pattern $000$ has energy zero. Let $X_i$ flip molecule $i$, and let the interaction be

$$V=v_{12}X_1X_2+v_{13}X_1X_3+v_{23}X_2X_3$$

with real couplings $v_{ij}$. Write $\psi_0$ for the ground state of $H_0$, $\psi_n$ for its correction of order $n$, $\psi_n(abc)$ for an amplitude and $E_n$ for the energy correction. The claim is that $E_1=0$ and

$$E_2=-\sum_{i<j}\frac{v_{ij}^2}{D_i+D_j},\qquad
E_3=\frac{4\,v_{12}v_{13}v_{23}\,(D_1+D_2+D_3)}{(D_1+D_2)(D_1+D_3)(D_2+D_3)}.$$

**First order.** The equation is $H_0\psi_1+V\psi_0=E_1\psi_0$. Since $V$ always flips two molecules, $V\psi_0$ has no component on $000$, and $E_1=0$. The component on $110$ reads $(D_1+D_2)\,\psi_1(110)+v_{12}=0$. With the other two pairs treated alike,

$$\psi_1(110)=-\frac{v_{12}}{D_1+D_2},\quad \psi_1(101)=-\frac{v_{13}}{D_1+D_3},\quad \psi_1(011)=-\frac{v_{23}}{D_2+D_3}.$$

The component $g=\psi_1(000)$ stays free.

**Second order.** The equation is $H_0\psi_2+V\psi_1=E_2\psi_0$. Its component on $000$ gives

$$E_2=v_{12}\psi_1(110)+v_{13}\psi_1(101)+v_{23}\psi_1(011),$$

which is the pair sum. On $110$ the interaction arrives from three patterns: from $000$ by flipping 1 and 2, from $011$ by flipping 1 and 3, and from $101$ by flipping 2 and 3. Hence

$$\psi_2(110)=-\frac{v_{12}\,g+v_{13}\,\psi_1(011)+v_{23}\,\psi_1(101)}{D_1+D_2},$$

and similarly for $101$ and $011$.

**Third order.** The component on $000$ of $H_0\psi_3+V\psi_2=E_2\psi_1+E_3\psi_0$ is

$$E_3=v_{12}\psi_2(110)+v_{13}\psi_2(101)+v_{23}\psi_2(011)-E_2\,g.$$

The terms in $\psi_2$ that contain $g$ add up to $-g\sum v_{ij}^2/(D_i+D_j)=E_2\,g$ and cancel the last term. With $a=D_1+D_2$, $b=D_1+D_3$ and $c=D_2+D_3$, the rest is

$$E_3=2v_{12}v_{13}v_{23}\left(\frac1{ab}+\frac1{ac}+\frac1{bc}\right)=2v_{12}v_{13}v_{23}\,\frac{a+b+c}{abc},$$

and $a+b+c=2(D_1+D_2+D_3)$ gives the stated formula. Each of the six contributions is a closed path: a pair is excited, one excitation moves to the third molecule, and the new pair is de-excited.

**Existence.** So far the energies have been deduced from given corrections. Conversely, with these energies the $000$ components of the three equations hold when $g=0$. Every other component can be solved for $\psi_n(abc)$ by dividing by the positive energy of the pattern, so corrections exist.

## States, Hamiltonian and interaction in Lean

```lean
import Mathlib

namespace ThreeBodyDispersion

noncomputable section
```

A state assigns a real amplitude to each of the eight patterns, with `true` for an excited molecule. Real amplitudes suffice because all matrix elements are real.

```lean
/-- A state of three two-level molecules: a real amplitude for each excitation pattern,
where `true` means that the molecule is excited. -/
abbrev State := Bool → Bool → Bool → ℝ
```

The unperturbed ground state has amplitude 1 on $000$ and 0 elsewhere.

```lean
/-- The state with all three molecules in their lower level. -/
def ground : State := fun a b c => if a || b || c then 0 else 1
```

The three flips act on the arguments of the amplitude function.

```lean
/-- The flip of molecule 1. -/
def X₁ (ψ : State) : State := fun a b c => ψ (!a) b c

/-- The flip of molecule 2. -/
def X₂ (ψ : State) : State := fun a b c => ψ a (!b) c

/-- The flip of molecule 3. -/
def X₃ (ψ : State) : State := fun a b c => ψ a b (!c)
```

The next definitions give the energy of a pattern, the operator $H_0$, called `free`, and the operator $V$, called `coupling`.

```lean
/-- The energy of an excitation pattern: the sum of the gaps of the excited molecules. -/
def energy (D₁ D₂ D₃ : ℝ) (a b c : Bool) : ℝ :=
  (if a then D₁ else 0) + (if b then D₂ else 0) + (if c then D₃ else 0)

/-- The Hamiltonian of the three molecules without interaction. -/
def free (D₁ D₂ D₃ : ℝ) (ψ : State) : State :=
  fun a b c => energy D₁ D₂ D₃ a b c * ψ a b c

/-- The interaction, a sum over pairs of a coupling times the flips of both molecules. -/
def coupling (v₁₂ v₁₃ v₂₃ : ℝ) (ψ : State) : State :=
  v₁₂ • X₁ (X₂ ψ) + v₁₃ • X₁ (X₃ ψ) + v₂₃ • X₂ (X₃ ψ)
```

The couplings are arbitrary real numbers. For dipoles they would carry the dependence on distance and orientation, which the model leaves unspecified. Since $V$ contains only flips, the molecules have no permanent moments in either level. Excitations can move from one molecule to another, but the exchange of electrons between molecules is neglected.

## Energy corrections as solvability conditions

The energy corrections are not defined by a sum over states. They are numbers for which the equations of first, second and third order have solutions.

```lean
/-- `E₁, E₂, E₃` are energy corrections of the ground state: some corrections `ψ₁, ψ₂, ψ₃`
to the state solve the Rayleigh–Schrödinger equations of first, second and third order. -/
def PerturbationEnergies (D₁ D₂ D₃ v₁₂ v₁₃ v₂₃ E₁ E₂ E₃ : ℝ) : Prop :=
  ∃ ψ₁ ψ₂ ψ₃ : State,
    free D₁ D₂ D₃ ψ₁ + coupling v₁₂ v₁₃ v₂₃ ground = E₁ • ground ∧
    free D₁ D₂ D₃ ψ₂ + coupling v₁₂ v₁₃ v₂₃ ψ₁ = E₁ • ψ₁ + E₂ • ground ∧
    free D₁ D₂ D₃ ψ₃ + coupling v₁₂ v₁₃ v₂₃ ψ₂ = E₁ • ψ₂ + E₂ • ψ₁ + E₃ • ground
```

No normalisation is imposed on $\psi_1,\psi_2,\psi_3$, which is why $g$ had to cancel. The definition concerns the equations order by order; it says nothing about convergence of the series or about the exact ground-state energy.

## Inverting the free Hamiltonian

The reduced resolvent carries out the division used for existence and sets the ground component to zero.

```lean
/-- The reduced resolvent, for positive gaps: it removes the ground component and divides
every other component by its excitation energy. -/
def resolvent (D₁ D₂ D₃ : ℝ) (φ : State) : State :=
  fun a b c => if a || b || c then φ a b c / energy D₁ D₂ D₃ a b c else 0
```

Two lemmas describe how $H_0$ acts. The first says that $H_0\psi_0=0$, by inspection of the eight patterns.

```lean
variable {D₁ D₂ D₃ v₁₂ v₁₃ v₂₃ E₁ E₂ E₃ : ℝ}

/-- Without interaction the ground state has energy zero. -/
theorem free_ground : free D₁ D₂ D₃ ground = 0 := by
  funext a b c
  cases a <;> cases b <;> cases c <;> simp [free, energy, ground]
```

The second says that applying the resolvent and then $H_0$ returns the state $\varphi$ without its ground component. It also runs through the eight patterns, and `field_simp` cancels each excitation energy against itself.

```lean
/-- For positive gaps the reduced resolvent inverts the free Hamiltonian up to the
ground component. -/
theorem free_resolvent (h₁ : 0 < D₁) (h₂ : 0 < D₂) (h₃ : 0 < D₃) (φ : State) :
    free D₁ D₂ D₃ (resolvent D₁ D₂ D₃ φ) = φ - φ false false false • ground := by
  have h₁₂ : D₁ + D₂ ≠ 0 := by positivity
  have h₁₃ : D₁ + D₃ ≠ 0 := by positivity
  have h₂₃ : D₂ + D₃ ≠ 0 := by positivity
  have h : D₁ + D₂ + D₃ ≠ 0 := by positivity
  funext a b c
  cases a <;> cases b <;> cases c <;>
    simp [free, resolvent, energy, ground] <;> field_simp
```

## The three energies determined

The main theorem is an equivalence: for positive gaps, $E_1,E_2,E_3$ are energy corrections if and only if they have the three stated values. Read from left to right it gives uniqueness, and from right to left existence.

```lean
/-- For positive gaps the energy corrections exist and are unique through third order: the
first vanishes, the second is a sum over pairs, and the third is a three-body term. -/
theorem perturbationEnergies_iff (h₁ : 0 < D₁) (h₂ : 0 < D₂) (h₃ : 0 < D₃) :
    PerturbationEnergies D₁ D₂ D₃ v₁₂ v₁₃ v₂₃ E₁ E₂ E₃ ↔
      E₁ = 0 ∧
      E₂ = -(v₁₂ ^ 2 / (D₁ + D₂) + v₁₃ ^ 2 / (D₁ + D₃) + v₂₃ ^ 2 / (D₂ + D₃)) ∧
      E₃ = 4 * v₁₂ * v₁₃ * v₂₃ * (D₁ + D₂ + D₃) /
        ((D₁ + D₂) * (D₁ + D₃) * (D₂ + D₃)) := by
  have h₁₂ : D₁ + D₂ ≠ 0 := by positivity
  have h₁₃ : D₁ + D₃ ≠ 0 := by positivity
  have h₂₃ : D₂ + D₃ ≠ 0 := by positivity
  constructor
  · rintro ⟨ψ, χ, ω, e₁, e₂, e₃⟩
    have ev {f g : State} (h : f = g) (a b c : Bool) : f a b c = g a b c := by rw [h]
    -- first order: ground component and the three doubly excited components
    have z : E₁ = 0 := by
      have := ev e₁ false false false
      simp [free, energy, coupling, X₁, X₂, X₃, ground] at this
      linarith
    subst z
    have p₁₂ : ψ true true false = -v₁₂ / (D₁ + D₂) := by
      have := ev e₁ true true false
      simp [free, energy, coupling, X₁, X₂, X₃, ground] at this
      rw [eq_div_iff h₁₂]; linarith
    have p₁₃ : ψ true false true = -v₁₃ / (D₁ + D₃) := by
      have := ev e₁ true false true
      simp [free, energy, coupling, X₁, X₂, X₃, ground] at this
      rw [eq_div_iff h₁₃]; linarith
    have p₂₃ : ψ false true true = -v₂₃ / (D₂ + D₃) := by
      have := ev e₁ false true true
      simp [free, energy, coupling, X₁, X₂, X₃, ground] at this
      rw [eq_div_iff h₂₃]; linarith
    -- second order: the interaction also moves an excitation from pair to pair
    have s : E₂ = v₁₂ * ψ true true false + v₁₃ * ψ true false true
        + v₂₃ * ψ false true true := by
      have := ev e₂ false false false
      simp [free, energy, coupling, X₁, X₂, X₃, ground] at this
      linarith
    have q₁₂ : χ true true false = -(v₁₂ * ψ false false false
        + v₁₃ * ψ false true true + v₂₃ * ψ true false true) / (D₁ + D₂) := by
      have := ev e₂ true true false
      simp [free, energy, coupling, X₁, X₂, X₃, ground] at this
      rw [eq_div_iff h₁₂]; linarith
    have q₁₃ : χ true false true = -(v₁₂ * ψ false true true
        + v₁₃ * ψ false false false + v₂₃ * ψ true true false) / (D₁ + D₃) := by
      have := ev e₂ true false true
      simp [free, energy, coupling, X₁, X₂, X₃, ground] at this
      rw [eq_div_iff h₁₃]; linarith
    have q₂₃ : χ false true true = -(v₁₂ * ψ true false true
        + v₁₃ * ψ true true false + v₂₃ * ψ false false false) / (D₂ + D₃) := by
      have := ev e₂ false true true
      simp [free, energy, coupling, X₁, X₂, X₃, ground] at this
      rw [eq_div_iff h₂₃]; linarith
    -- third order: the ground component of the first correction cancels
    have t : E₃ = v₁₂ * χ true true false + v₁₃ * χ true false true
        + v₂₃ * χ false true true - E₂ * ψ false false false := by
      have := ev e₃ false false false
      simp [free, energy, coupling, X₁, X₂, X₃, ground] at this
      linarith
    refine ⟨rfl, ?_, ?_⟩
    · rw [s, p₁₂, p₁₃, p₂₃]; ring
    · rw [t, q₁₂, q₁₃, q₂₃, s, p₁₂, p₁₃, p₂₃]
      field_simp
      ring
  · rintro ⟨rfl, s, t⟩
    -- the corrections are built by repeated use of the reduced resolvent
    let V := coupling v₁₂ v₁₃ v₂₃
    let R := resolvent D₁ D₂ D₃
    have z₁ : V ground false false false = 0 := by
      simp [V, coupling, X₁, X₂, X₃, ground]
    have z₂ : V (R (-V ground)) false false false = E₂ := by
      rw [s]
      simp [V, R, coupling, resolvent, energy, X₁, X₂, X₃, ground]
      ring
    have z₃ : V (R (-V (R (-V ground)))) false false false = E₃ := by
      rw [t]
      simp [V, R, coupling, resolvent, energy, X₁, X₂, X₃, ground]
      field_simp
      ring
    have z₄ : R (-V ground) false false false = 0 := by simp [R, resolvent]
    refine ⟨R (-V ground), R (-V (R (-V ground))),
      R (E₂ • R (-V ground) - V (R (-V (R (-V ground))))), ?_, ?_, ?_⟩
    · change free D₁ D₂ D₃ (resolvent D₁ D₂ D₃ (-V ground)) + V ground = _
      rw [free_resolvent h₁ h₂ h₃]
      simp only [Pi.neg_apply, z₁]
      module
    · change free D₁ D₂ D₃ (resolvent D₁ D₂ D₃ (-V (R (-V ground)))) + V (R (-V ground)) = _
      rw [free_resolvent h₁ h₂ h₃]
      simp only [Pi.neg_apply, z₂]
      module
    · change free D₁ D₂ D₃ (resolvent D₁ D₂ D₃ (E₂ • R (-V ground)
        - V (R (-V (R (-V ground)))))) + V (R (-V (R (-V ground)))) = _
      rw [free_resolvent h₁ h₂ h₃]
      simp only [Pi.sub_apply, Pi.smul_apply, smul_eq_mul, z₃, z₄]
      module
```

In the first direction the corrections $\psi_1,\psi_2,\psi_3$ are called `ψ`, `χ`, `ω`. The helper `ev` evaluates an equation between states at one pattern. The steps `z`, `p₁₂`, `p₁₃` and `p₂₃` are the first-order results, `s` is the expression for $E_2$, the steps `q₁₂`, `q₁₃` and `q₂₃` are the doubly excited amplitudes of $\psi_2$, and `t` is the expression for $E_3$ with its term $-E_2\,g$. After substitution, `field_simp` and `ring` perform the cancellation of $g$ and the addition of the fractions.

In the second direction, with $R$ for the resolvent, the corrections are

$$\psi_1=R(-V\psi_0),\qquad \psi_2=R(-V\psi_1),\qquad \psi_3=R(E_2\psi_1-V\psi_2).$$

By `free_resolvent`, each equation then holds up to a multiple of $\psi_0$. The steps `z₁`, `z₂` and `z₃` compute the ground components of $V\psi_0$, $V\psi_1$ and $V\psi_2$ as $0$, $E_2$ and $E_3$, while `z₄` records that $g=0$ for this choice. These are the multiples required, and `module` completes the vector identities.

Positivity of the gaps keeps the ground pattern from being degenerate with the patterns it couples to. Take $D_1=D_2=0$, $D_3=1$, $v_{12}=1$ and $v_{13}=v_{23}=0$. The first-order equation on $110$ becomes $0\cdot\psi_1(110)+1=0$, so no energy corrections exist. The right-hand side of the theorem can still be satisfied, by $E_1=E_2=E_3=0$, because Lean sets division by zero to zero; the equivalence is therefore false. What the example rules out is a vanishing sum $D_1+D_2$ together with $v_{12}\neq0$. Physically, $000$ and $110$ are then degenerate, and an interaction $\lambda X_1X_2$ splits them linearly, with energies $\pm\lambda$.

## The excess over three separate pairs

To express additivity, compare the trimer with three systems in which all three molecules are present but only one pair interacts. Their energies are named $A_n$ for the pair 12, $B_n$ for 13 and $C_n$ for 23.

```lean
/-- For positive gaps, compare the trimer with the three systems in which only one pair
interacts: the second-order energies add up, and the third-order energies differ by the
three-body term. -/
theorem three_body_excess (h₁ : 0 < D₁) (h₂ : 0 < D₂) (h₃ : 0 < D₃)
    {A₁ A₂ A₃ B₁ B₂ B₃ C₁ C₂ C₃ : ℝ}
    (h : PerturbationEnergies D₁ D₂ D₃ v₁₂ v₁₃ v₂₃ E₁ E₂ E₃)
    (hA : PerturbationEnergies D₁ D₂ D₃ v₁₂ 0 0 A₁ A₂ A₃)
    (hB : PerturbationEnergies D₁ D₂ D₃ 0 v₁₃ 0 B₁ B₂ B₃)
    (hC : PerturbationEnergies D₁ D₂ D₃ 0 0 v₂₃ C₁ C₂ C₃) :
    E₂ = A₂ + B₂ + C₂ ∧
    E₃ - (A₃ + B₃ + C₃) = 4 * v₁₂ * v₁₃ * v₂₃ * (D₁ + D₂ + D₃) /
      ((D₁ + D₂) * (D₁ + D₃) * (D₂ + D₃)) := by
  obtain ⟨-, e₂, e₃⟩ := (perturbationEnergies_iff h₁ h₂ h₃).1 h
  obtain ⟨-, a₂, a₃⟩ := (perturbationEnergies_iff h₁ h₂ h₃).1 hA
  obtain ⟨-, b₂, b₃⟩ := (perturbationEnergies_iff h₁ h₂ h₃).1 hB
  obtain ⟨-, c₂, c₃⟩ := (perturbationEnergies_iff h₁ h₂ h₃).1 hC
  constructor
  · rw [e₂, a₂, b₂, c₂]; ring
  · rw [e₃, a₃, b₃, c₃]; ring
```

The second-order energies add exactly, and the difference in third order is the complete three-body formula. The proof applies the main theorem to each of the four systems. In a system with a single coupled pair the product of the couplings is zero, so its third-order energy vanishes.

This two-level model without electron exchange shows the same pattern as Møller–Plesset theory, in which three-body dispersion is absent from MP2 and first appears in MP3.

## The sign of the three-body term

The gaps enter $E_3$ only through a positive factor, so the couplings alone decide its sign.

```lean
/-- For positive gaps the third-order energy is positive exactly when the product of the
three couplings is positive. -/
theorem third_order_pos_iff (h₁ : 0 < D₁) (h₂ : 0 < D₂) (h₃ : 0 < D₃)
    (h : PerturbationEnergies D₁ D₂ D₃ v₁₂ v₁₃ v₂₃ E₁ E₂ E₃) :
    0 < E₃ ↔ 0 < v₁₂ * v₁₃ * v₂₃ := by
  obtain ⟨-, -, e₃⟩ := (perturbationEnergies_iff h₁ h₂ h₃).1 h
  have k : 0 < 4 * (D₁ + D₂ + D₃) / ((D₁ + D₂) * (D₁ + D₃) * (D₂ + D₃)) := by positivity
  have e : E₃ = v₁₂ * v₁₃ * v₂₃ *
      (4 * (D₁ + D₂ + D₃) / ((D₁ + D₂) * (D₁ + D₃) * (D₂ + D₃))) := by
    rw [e₃]; ring
  rw [e]
  exact mul_pos_iff_of_pos_right k

end

end ThreeBodyDispersion
```

The proof splits off this factor, shows by `positivity` that it is positive, and removes it from the inequality. A positive product $v_{12}v_{13}v_{23}$ thus means that the third-order term raises the energy of the trimer. Reversing the sign of one coupling, with all three nonzero, reverses the sign of $E_3$ and leaves $E_2$ unchanged.

```lean
#print axioms ThreeBodyDispersion.free_ground
#print axioms ThreeBodyDispersion.three_body_excess
#print axioms ThreeBodyDispersion.third_order_pos_iff
```

```
'ThreeBodyDispersion.free_ground' depends on axioms: [propext, Classical.choice, Quot.sound]
'ThreeBodyDispersion.three_body_excess' depends on axioms: [propext, Classical.choice, Quot.sound]
'ThreeBodyDispersion.third_order_pos_iff' depends on axioms: [propext, Classical.choice, Quot.sound]
```
